# A Kanamori Hamiltonian with orbital-diagonal levels conserves the pattern of singly occupied orbitals

Put two electrons with total $S_z=0$ into two orbitals. There are four states: $|{\uparrow\downarrow},0\rangle$, $|0,{\uparrow\downarrow}\rangle$, $|{\uparrow},{\downarrow}\rangle$ and $|{\downarrow},{\uparrow}\rangle$. Pair hopping connects the first two and spin flip connects the last two. Density terms are diagonal, so the $4\times4$ matrix splits into two $2\times2$ blocks, although particle number and $S_z$ are the same throughout.

What separates the blocks is which orbitals are singly occupied: none in the first block, both in the second. Creating or annihilating one electron in an orbital toggles its single occupancy. Every interaction term above acts on each orbital an even number of times, so it restores the pattern. A one-body hop between different orbitals acts once on each and changes it; the Hamiltonian below contains no such hop.

## Fermions, occupations and the PS operator

The operators live in a ring $A$ with an adjoint `star`. It need not consist of matrices, and no Fock space is chosen. The number of orbitals $N$ is finite.

In Lean 4 with Mathlib:

```lean
import Mathlib

open Matrix

namespace KanamoriPSQuantumNumber

noncomputable section

variable {N : ℕ} {A : Type*} [Ring A] [StarRing A]
```

Let $c_{a,s}$ annihilate an electron in orbital $a$ with spin $s$, where `true` means up and `false` means down. The physical assumption is that these are canonical fermions:
$$c_{a,s}c_{b,t}+c_{b,t}c_{a,s}=0,\qquad c_{a,s}c_{b,t}^\dagger+c_{b,t}^\dagger c_{a,s}=\delta_{ab}\delta_{st}.$$
`IsCAR c` states exactly this, and every theorem about the Hamiltonian assumes it.

```lean
/-- Canonical anticommutation relations for annihilators `c a s` of orbital `a` and spin `s`
(`true` is up, `false` is down). -/
structure IsCAR (c : Fin N → Bool → A) : Prop where
  anti : ∀ a b s t, c a s * c b t + c b t * c a s = 0
  canon : ∀ a b s t, c a s * star (c b t) + star (c b t) * c a s =
    if a = b ∧ s = t then 1 else 0
```

The occupation number is $n_{a,s}=c_{a,s}^\dagger c_{a,s}$.

```lean
/-- The occupation number of orbital `a` with spin `s`. -/
def number (c : Fin N → Bool → A) (a : Fin N) (s : Bool) : A := star (c a s) * c a s
```

The PS operator of orbital $a$ is
$$Q_a=(n_{a,\uparrow}-n_{a,\downarrow})^2,$$
which has the value 1 on a singly occupied orbital and 0 on an empty or doubly occupied one.

```lean
/-- The PS operator of orbital `a`, the square of the difference of its spin occupations. -/
def singleOcc (c : Fin N → Bool → A) (a : Fin N) : A :=
  (number c a true - number c a false) ^ 2
```

## The Hamiltonian and its couplings

The spin-flip term is $F_{ab}=c_{a,\uparrow}^\dagger c_{a,\downarrow}\,c_{b,\downarrow}^\dagger c_{b,\uparrow}$.

```lean
/-- The spin-flip term, which raises the spin on orbital `a` and lowers it on orbital `b`. -/
def spinFlip (c : Fin N → Bool → A) (a b : Fin N) : A :=
  (star (c a true) * c a false) * (star (c b false) * c b true)
```

The pair-hopping term is $R_{ab}=c_{a,\uparrow}^\dagger c_{a,\downarrow}^\dagger\,c_{b,\downarrow}c_{b,\uparrow}$.

```lean
/-- The pair-hopping term, which moves an electron pair from orbital `b` to orbital `a`. -/
def pairHop (c : Fin N → Bool → A) (a b : Fin N) : A :=
  (star (c a true) * star (c a false)) * (c b false * c b true)
```

With complex scalars available, the Hamiltonian is
$$H=\sum_{a,s}\varepsilon_{a,s}n_{a,s}+\sum_{a,b,s,t}V_{ab,st}\,n_{a,s}n_{b,t}+\sum_{a,b}\left(J_{ab}F_{ab}+K_{ab}R_{ab}\right).$$
The sums run over all index pairs, including $a=b$, without a factor $\tfrac12$. The usual Kanamori form with Hund's coupling $J_H$ has $J_{ab}=-J_H$ and $K_{ab}=J_H$ for $a\neq b$, zero on the diagonals, and $V$ set by the density-density interactions. Arbitrary complex couplings are allowed, so $H$ need not be Hermitian.

```lean
variable [Algebra ℂ A]

/-- The Kanamori Hamiltonian with level energies `ε`, density-density couplings `V`,
spin-flip couplings `J` and pair-hopping couplings `K`. -/
def kanamori (c : Fin N → Bool → A) (ε : Fin N → Bool → ℂ)
    (V : Fin N → Fin N → Bool → Bool → ℂ) (J K : Fin N → Fin N → ℂ) : A :=
  (∑ a, ∑ s, ε a s • number c a s) +
  (∑ a, ∑ b, ∑ s, ∑ t, V a b s t • (number c a s * number c b t)) +
  ∑ a, ∑ b, (J a b • spinFlip c a b + K a b • pairHop c a b)
```

## Algebra of the occupation numbers

For a single mode $c$ with $n=c^\dagger c$, the first relation gives $2c^2=0$, hence $c^2=0$. Then
$$nc=c^\dagger c^2=0,\qquad cn=(1-c^\dagger c)c=c-c^\dagger c^2=c,\qquad n^2=c^\dagger(cn)=n.$$
In the code, `linear_combination` multiplies known equations by operators from the left or right and adds them; `noncomm_ring` then checks the remaining identity without reordering factors.

```lean
variable {c : Fin N → Bool → A}

/-- For canonical fermions, a mode is empty after annihilation and occupied before it, and its
occupation number is idempotent. -/
theorem number_annihilator (h : IsCAR c) (a : Fin N) (s : Bool) :
    number c a s * c a s = 0 ∧ c a s * number c a s = c a s ∧
    number c a s * number c a s = number c a s := by
  have h2 := (h.canon a a s s).trans (if_pos ⟨rfl, rfl⟩)
  -- Pauli principle
  have h3 : c a s * c a s = 0 := by
    calc c a s * c a s = (1 / 2 : ℂ) • (c a s * c a s + c a s * c a s) := by module
      _ = 0 := by rw [h.anti a a s s, smul_zero]
  have h4 : c a s * (star (c a s) * c a s) = c a s := by
    linear_combination (norm := noncomm_ring) h2 * c a s - star (c a s) * h3
  unfold number
  exact ⟨by rw [mul_assoc, h3, mul_zero], h4, by rw [mul_assoc, h4]⟩
```

For a different mode $d$, two sign changes cancel:
$$nd=c^\dagger cd=-c^\dagger dc=dc^\dagger c=dn.$$
Since $n^\dagger=n$, the adjoint of this equation is $d^\dagger n=nd^\dagger$.

```lean
omit [Algebra ℂ A] in
/-- For canonical fermions, the occupation of one mode commutes with the annihilator and the
creator of any different mode. -/
theorem number_commute_other (h : IsCAR c) {a b : Fin N} {s t : Bool}
    (hne : ¬(a = b ∧ s = t)) :
    Commute (number c a s) (c b t) ∧ Commute (number c a s) (star (c b t)) := by
  have h2 := (h.canon b a t s).trans (if_neg fun e => hne ⟨e.1.symm, e.2.symm⟩)
  have h3 : number c a s * c b t = c b t * number c a s := by
    unfold number
    linear_combination (norm := noncomm_ring) star (c a s) * h.anti a b s t - h2 * c a s
  have hn : star (number c a s) = number c a s := by simp [number]
  have h4 := congrArg star h3
  rw [star_mul, star_mul, hn] at h4
  exact ⟨h3, h4.symm⟩
```

So $n$ commutes with $d^\dagger d$. For two equal modes there is nothing to show, and all occupation numbers commute.

```lean
omit [Algebra ℂ A] in
/-- All occupation numbers of canonical fermions commute with each other. -/
theorem number_commute (h : IsCAR c) (a b : Fin N) (s t : Bool) :
    Commute (number c a s) (number c b t) := by
  by_cases e : a = b ∧ s = t
  · obtain ⟨rfl, rfl⟩ := e
    exact Commute.refl _
  · exact (number_commute_other h e).2.mul_right (number_commute_other h e).1
```

## Single occupancy takes the values 0 and 1

Fix an orbital and let $x=n_\uparrow-n_\downarrow$. Because the occupations are commuting idempotents,
$$x^2=n_\uparrow+n_\downarrow-2n_\uparrow n_\downarrow,$$
$$x^3=(n_\uparrow-n_\downarrow)(n_\uparrow+n_\downarrow-2n_\uparrow n_\downarrow)=n_\uparrow-n_\downarrow=x.$$
In the second line the mixed terms are $n_\uparrow n_\downarrow$ with coefficients $1-2-1+2=0$. Therefore $Q_a^2=x^4=x\,x^3=x^2=Q_a$. The local statement `key` proves this for any two commuting idempotents, with `e` for the square and `f` for the cube.

```lean
/-- For canonical fermions, the PS operator of each orbital is idempotent. -/
theorem singleOcc_idem (h : IsCAR c) (a : Fin N) :
    singleOcc c a * singleOcc c a = singleOcc c a := by
  have key : ∀ p q : A, p * p = p → q * q = q → p * q = q * p →
      (p - q) ^ 2 * (p - q) ^ 2 = (p - q) ^ 2 := by
    intro p q hp hq hc
    have e : (p - q) * (p - q) = p + q - 2 * p * q := by
      linear_combination (norm := noncomm_ring) hp + hq + hc
    -- the spin difference equals its own cube
    have f : (p - q) * (p + q - 2 * p * q) = p - q := by
      linear_combination (norm := noncomm_ring)
        hp - hq - 2 * hp * q - 2 * hc * q + 2 * p * hq + hc
    rw [pow_two, mul_assoc, e, f, e]
  exact key _ _ (number_annihilator h a true).2.2 (number_annihilator h a false).2.2
    (number_commute h a a true false).eq
```

## One fermion operator toggles single occupancy

Let $u=c_{a,t}$, let $n$ be the occupation of this mode, and let $n'$ be that of the opposite spin in the same orbital. We have $nu=0$, $un=u$ and $n'u=un'$. Hence
$$Q_au=(n+n'-2n'n)u=n'u=un',$$
$$u(1-Q_a)=u-un-un'+2unn'=u-u-un'+2un'=un'.$$
The two results agree, so
$$Q_a c_{a,t}=c_{a,t}(1-Q_a).$$
Taking adjoints gives $c_{a,t}^\dagger Q_a=(1-Q_a)c_{a,t}^\dagger$, which rearranges to $Q_ac_{a,t}^\dagger=c_{a,t}^\dagger(1-Q_a)$. If the operator belongs to another orbital $b\neq a$, both occupations in $Q_a$ commute with it and $Q_a$ passes through unchanged.

The proof follows these cases. Here `key` is the calculation for $u$, applied once for each spin; for spin down the difference inside the square is first reversed.

```lean
/-- For canonical fermions, moving a PS operator past an annihilator or creator turns it into
its complement if both belong to the same orbital, and leaves it unchanged otherwise. -/
theorem singleOcc_toggle (h : IsCAR c) (a b : Fin N) (t : Bool) :
    singleOcc c a * c b t =
      c b t * (if a = b then 1 - singleOcc c a else singleOcc c a) ∧
    singleOcc c a * star (c b t) =
      star (c b t) * (if a = b then 1 - singleOcc c a else singleOcc c a) := by
  have key : ∀ p q u : A, p * u = 0 → u * p = u → q * u = u * q → q * q = q →
      p * q = q * p → (p - q) ^ 2 * u = u * (1 - (p - q) ^ 2) := by
    intro p q u h1 h2 h3 h4 h5
    rw [pow_two]
    linear_combination (norm := noncomm_ring) p * h1 - h5 * u - 2 * q * h1 + h4 * u + h3 +
      h2 * p + h2 + u * h5 - 2 * h2 * q + u * h4
  have h1 : singleOcc c a * c b t =
      c b t * (if a = b then 1 - singleOcc c a else singleOcc c a) := by
    by_cases hab : a = b
    · subst hab
      rw [if_pos rfl]
      have n := number_annihilator h a
      have o : ∀ s t : Bool, s ≠ t → number c a s * c a t = c a t * number c a s :=
        fun s t e => (number_commute_other h fun k => e k.2).1.eq
      cases t
      · have e : singleOcc c a = (number c a false - number c a true) ^ 2 := by
          rw [singleOcc, pow_two, pow_two]
          noncomm_ring
        rw [e]
        exact key _ _ _ (n false).1 (n false).2.1 (o true false (by simp)) (n true).2.2
          (number_commute h a a false true).eq
      · exact key _ _ _ (n true).1 (n true).2.1 (o false true (by simp)) (n false).2.2
          (number_commute h a a true false).eq
    · rw [if_neg hab]
      have o : ∀ s : Bool, Commute (number c a s) (c b t) :=
        fun s => (number_commute_other h fun k => hab k.1).1
      exact (((o true).sub_left (o false)).pow_left 2).eq
  have hs : star (singleOcc c a) = singleOcc c a := by simp [singleOcc, number]
  refine ⟨h1, ?_⟩
  -- the creator follows by taking adjoints
  have h2 := congrArg star h1
  split_ifs at h2 ⊢
  · simp only [star_mul, star_sub, star_one, hs] at h2
    linear_combination (norm := noncomm_ring) h2
  · simp only [star_mul, hs] at h2
    exact h2.symm
```

## Two operators on one orbital restore it

Let $x$ and $y$ now be two creators or annihilators on the same orbital. If that orbital is $a$, then
$$Q_axy=x(1-Q_a)y=xy-x\,Q_ay=xy-xy(1-Q_a)=xyQ_a.$$
If it is another orbital, $Q_a$ commutes with each factor. This is `bil` in the code.

Each interaction term is a product of two such pairs. In $n_{b,s}n_{d,t}$ and $F_{bd}$, each pair is a creator and an annihilator on one orbital; in $R_{bd}$, two creators act on $b$ and two annihilators on $d$. The orbitals $b$ and $d$ may coincide.

```lean
/-- For canonical fermions, each PS operator commutes with every density product, every
spin-flip term and every pair-hopping term. -/
theorem singleOcc_commute_terms (h : IsCAR c) (a b d : Fin N) :
    (∀ s t, Commute (singleOcc c a) (number c b s * number c d t)) ∧
    Commute (singleOcc c a) (spinFlip c b d) ∧ Commute (singleOcc c a) (pairHop c b d) := by
  -- two operators on one orbital toggle twice
  have bil : ∀ (b : Fin N) (x y : A),
      singleOcc c a * x = x * (if a = b then 1 - singleOcc c a else singleOcc c a) →
      singleOcc c a * y = y * (if a = b then 1 - singleOcc c a else singleOcc c a) →
      Commute (singleOcc c a) (x * y) := by
    intro b x y hx hy
    change singleOcc c a * (x * y) = x * y * singleOcc c a
    split_ifs at hx hy
    · linear_combination (norm := noncomm_ring) hx * y - x * hy
    · linear_combination (norm := noncomm_ring) hx * y + x * hy
  have T := singleOcc_toggle h a
  exact ⟨fun s t => (bil b _ _ (T b s).2 (T b s).1).mul_right (bil d _ _ (T d t).2 (T d t).1),
    (bil b _ _ (T b true).2 (T b false).1).mul_right (bil d _ _ (T d false).2 (T d true).1),
    (bil b _ _ (T b true).2 (T b false).2).mul_right (bil d _ _ (T d false).1 (T d true).1)⟩
```

Commutation survives multiplication by scalars and summation. The level term needs no separate argument, because $n_{b,s}=n_{b,s}n_{b,s}$ is itself a density product. Thus $Q_aH=HQ_a$ for every orbital $a$ and every choice of couplings.

```lean
/-- For canonical fermions, each PS operator commutes with the Kanamori Hamiltonian for
arbitrary complex couplings. -/
theorem singleOcc_commute_kanamori (h : IsCAR c) (a : Fin N) (ε : Fin N → Bool → ℂ)
    (V : Fin N → Fin N → Bool → Bool → ℂ) (J K : Fin N → Fin N → ℂ) :
    Commute (singleOcc c a) (kanamori c ε V J K) := by
  have S := singleOcc_commute_terms h a
  refine ((Commute.sum_right _ _ _ fun b _ => Commute.sum_right _ _ _ fun s _ => ?_).add_right
    (Commute.sum_right _ _ _ fun b _ => Commute.sum_right _ _ _ fun d _ =>
      Commute.sum_right _ _ _ fun s _ => Commute.sum_right _ _ _ fun t _ =>
        ((S b d).1 s t).smul_right _)).add_right
    (Commute.sum_right _ _ _ fun b _ => Commute.sum_right _ _ _ fun d _ =>
      ((S b d).2.1.smul_right _).add_right ((S b d).2.2.smul_right _))
  have e := (S b b).1 s s
  rw [(number_annihilator h b s).2.2] at e
  exact e.smul_right _
```

## Blocks labelled by the occupancy pattern

For one orbital, the cross terms vanish:
$$Q_aH(1-Q_a)=HQ_a(1-Q_a)=0,\qquad (1-Q_a)HQ_a=H(1-Q_a)Q_a=0.$$
Expanding $H=(Q_a+1-Q_a)H(Q_a+1-Q_a)$ leaves
$$H=Q_aHQ_a+(1-Q_a)H(1-Q_a).$$

For all orbitals together, let patterns $p$ and $q$ assign 1 (`true`) to singly occupied orbitals and 0 (`false`) to the others. Suppose operators $X$ and $Y$ satisfy $XQ_a=p_aX$ and $Q_aY=q_aY$ for every $a$. If $p\neq q$, some orbital $a$ has $p_a\neq q_a$, and
$$p_a\,XHY=XQ_aHY=XHQ_aY=q_a\,XHY.$$
One of the two numbers is 1 and the other 0, so $XHY=0$. The step `move` is the middle equality, and the final case split reads off the zero.

In a matrix representation, $X=|\phi\rangle\langle\phi|$ and $Y=|\psi\rangle\langle\psi|$ turn this into $\langle\phi|H|\psi\rangle=0$ for normalised states with different patterns. The theorem works with any such $X$ and $Y$; it does not construct the projectors onto the patterns or write $H$ as a sum over them.

```lean
/-- For canonical fermions, the Kanamori Hamiltonian splits for each orbital into a singly
occupied block and its complement, and vanishes between operators `X` and `Y` that carry
different patterns `p` and `q` of singly occupied orbitals. -/
theorem kanamori_block_diagonal (h : IsCAR c) (ε : Fin N → Bool → ℂ)
    (V : Fin N → Fin N → Bool → Bool → ℂ) (J K : Fin N → Fin N → ℂ) :
    (∀ a, kanamori c ε V J K = singleOcc c a * kanamori c ε V J K * singleOcc c a +
      (1 - singleOcc c a) * kanamori c ε V J K * (1 - singleOcc c a)) ∧
    ∀ (p q : Fin N → Bool) (X Y : A), p ≠ q →
      (∀ a, X * singleOcc c a = bif p a then X else 0) →
      (∀ a, singleOcc c a * Y = bif q a then Y else 0) →
      X * kanamori c ε V J K * Y = 0 := by
  have hH := fun a => (singleOcc_commute_kanamori h a ε V J K).eq
  generalize kanamori c ε V J K = H at *
  constructor
  · intro a
    linear_combination (norm := noncomm_ring)
      hH a - 2 * hH a * singleOcc c a - 2 * H * singleOcc_idem h a
  · intro p q X Y hpq hX hY
    obtain ⟨a, ha⟩ := Function.ne_iff.mp hpq
    -- move the PS operator through the Hamiltonian
    have move : X * singleOcc c a * H * Y = X * H * (singleOcc c a * Y) := by
      rw [mul_assoc X, hH a]
      simp only [mul_assoc]
    rw [hX a, hY a] at move
    clear hX hY hH
    cases hp : p a <;> cases hq : q a <;> simp_all
```

In hybridisation-expansion quantum Monte Carlo, this block structure can reduce the matrices in the local trace, provided that the finite-orbital impurity Hamiltonian has the form above, without one-body terms between different orbitals. The hybridisation events insert single creators and annihilators, which carry one pattern into another by the toggle rule.

## Explicit matrices for one orbital

The canonical relations have a concrete realisation on the four states $|0\rangle$, $|{\uparrow}\rangle$, $|{\downarrow}\rangle$ and $|{\uparrow\downarrow}\rangle=c_\uparrow^\dagger c_\downarrow^\dagger|0\rangle$. The nonzero actions are
$$c_\uparrow|{\uparrow}\rangle=|0\rangle,\quad c_\uparrow|{\uparrow\downarrow}\rangle=|{\downarrow}\rangle,\quad c_\downarrow|{\downarrow}\rangle=|0\rangle,\quad c_\downarrow|{\uparrow\downarrow}\rangle=-|{\uparrow}\rangle.$$
The minus sign comes from moving $c_\downarrow$ past $c_\uparrow^\dagger$.

```lean
/-- Annihilators of a single orbital as matrices in the basis empty, up, down, doubly
occupied. -/
def orbitalMode (_ : Fin 1) (s : Bool) : Matrix (Fin 4) (Fin 4) ℂ :=
  bif s then !![0, 1, 0, 0; 0, 0, 0, 0; 0, 0, 0, 1; 0, 0, 0, 0]
  else !![0, 0, 1, 0; 0, 0, 0, -1; 0, 0, 0, 0; 0, 0, 0, 0]
```

For matrices, `star` is the conjugate transpose. The relations are checked entry by entry for each choice of spins, which confirms that `IsCAR` describes actual fermion operators in the case $N=1$.

```lean
/-- The matrices of a single orbital satisfy the canonical anticommutation relations. -/
theorem isCAR_witness : IsCAR orbitalMode := by
  constructor <;> intro a b s t <;> obtain rfl := Subsingleton.elim a b <;>
    cases s <;> cases t <;> ext i j <;>
    simp only [Matrix.add_apply, Matrix.mul_apply, Matrix.star_apply, Fin.sum_univ_four] <;>
    fin_cases i <;> fin_cases j <;> simp [orbitalMode]

end

end KanamoriPSQuantumNumber
```

```lean
#print axioms KanamoriPSQuantumNumber.kanamori_block_diagonal
-- 'KanamoriPSQuantumNumber.kanamori_block_diagonal' depends on axioms: [propext, Classical.choice, Quot.sound]
```
